# In partly filled spin channels, two frontier flips decide whether the lowest p up and q down levels minimize the eigenvalue sum

A spin-polarized calculation on a molecule or cluster yields two lists of one-electron levels, one for each spin. Suppose the magnetic moment has been held fixed, so that \(p\) electrons occupy the lowest spin-up levels and \(q\) electrons the lowest spin-down levels. Each channel is then filled from the bottom, but the split between the channels was imposed. With the levels frozen, could another distribution of the same \(p+q\) electrons have a smaller eigenvalue sum?

The competitors are numerous: they may have any spin polarization, and they may leave empty levels below occupied ones. If both channels are partly filled, two comparisons nevertheless settle the question. Write \(a_1\le\dots\le a_L\) for the spin-up levels and \(b_1\le\dots\le b_M\) for the spin-down levels, with \(0<p<L\) and \(0<q<M\). The given filling is lowest if and only if

\[
a_p\le b_{q+1}\qquad\text{and}\qquad b_q\le a_{p+1}.
\]

In words, the highest occupied level of each spin must not lie above the lowest empty level of the other.

```lean
import Mathlib

open Finset

namespace SpinChannelFilling
```

## Fillings and their eigenvalue sums

A filling is a pair \((S,T)\), where \(S\) is the set of occupied spin-up indices and \(T\) the set of occupied spin-down indices. Its eigenvalue sum is

\[
E(S,T)=\sum_{i\in S}a_i+\sum_{j\in T}b_j .
\]

```lean
/-- Eigenvalue sum of the filling that occupies the spin-up levels `a i` with `i ∈ S` and the
spin-down levels `b j` with `j ∈ T`. -/
def fillingEnergy (a b : ℕ → ℝ) (S T : Finset ℕ) : ℝ :=
  ∑ i ∈ S, a i + ∑ j ∈ T, b j
```

The levels are functions `a b : ℕ → ℝ`, and the occupied indices form finite sets. A set contains an index at most once, which builds in the Pauli principle and restricts occupations to 0 or 1. Degenerate orbitals are listed under separate indices with equal values.

The levels do not depend on \(S\) or \(T\). This is the main idealization: in a self-consistent calculation, moving an electron changes the potential and hence the levels, and the total energy is in general not the eigenvalue sum.

Write \([n]=\{1,\dots,n\}\), with \([0]\) empty, and \(E_{p,q}=E([p],[q])\). The filling with \(p\) up and \(q\) down electrons is lowest if

\[
E_{p,q}\le E(S,T)\quad\text{for all } S\subseteq[L],\ T\subseteq[M]\text{ with }|S|+|T|=p+q .
\]

```lean
/-- Filling the levels `1, …, p` of spin up and `1, …, q` of spin down costs no more than any
filling with `p + q` electrons in `L` spin-up and `M` spin-down levels. -/
def IsLowestFilling (L M : ℕ) (a b : ℕ → ℝ) (p q : ℕ) : Prop :=
  ∀ S ⊆ Icc 1 L, ∀ T ⊆ Icc 1 M, S.card + T.card = p + q →
    fillingEnergy a b (Icc 1 p) (Icc 1 q) ≤ fillingEnergy a b S T
```

In Lean, \([n]\) is `Icc 1 n`, and the number of electrons in a channel is `S.card` or `T.card`. Only the total number is constrained, so spin flips and excitations within a channel are both allowed. The inequality is not strict: a lowest filling may share its eigenvalue sum with others. The two channels may have different numbers of levels.

## The cost of a frontier spin flip

Start with \(p+1\) up and \(q\) down electrons, and move the highest up electron to the lowest empty down level. Everything else stays in place, so

\[
E_{p,q+1}-E_{p+1,q}=b_{q+1}-a_{p+1}.
\]

```lean
/-- Moving the electron in spin-up level `p + 1` to spin-down level `q + 1` changes the
eigenvalue sum by the difference of the two levels. -/
theorem spin_flip_energy (a b : ℕ → ℝ) (p q : ℕ) :
    fillingEnergy a b (Icc 1 p) (Icc 1 (q + 1)) - fillingEnergy a b (Icc 1 (p + 1)) (Icc 1 q)
      = b (q + 1) - a (p + 1) := by
  have h1 := Finset.sum_Icc_succ_top (show 1 ≤ p + 1 by omega) a
  have h2 := Finset.sum_Icc_succ_top (show 1 ≤ q + 1 by omega) b
  unfold fillingEnergy
  linarith
```

The lemma `Finset.sum_Icc_succ_top` splits the top term off each longer sum, once for `a` and once for `b`. After the definition of the energy is unfolded, `linarith` cancels the common terms. No ordering of the levels is needed.

For the filling \((p,q)\), this identity gives the cost of a flip in either direction:

- up to down: \(E_{p-1,q+1}-E_{p,q}=b_{q+1}-a_p\);
- down to up: \(E_{p+1,q-1}-E_{p,q}=a_{p+1}-b_q\).

If the filling is lowest, both costs are nonnegative, which gives the two inequalities of the criterion. The converse has to deal with every competitor at once.

## Particles and holes relative to a reference level

Consider one channel, and let \(P\) and \(S\) be two sets of occupied indices. Measure energies from a reference level \(\mu\). Indices in \(S\cap P\) contribute equally to both sums and drop out:

\[
\sum_{i\in S}(a_i-\mu)-\sum_{i\in P}(a_i-\mu)
=\sum_{i\in S\setminus P}(a_i-\mu)+\sum_{i\in P\setminus S}(\mu-a_i).
\]

With \(P\) as the starting occupation, \(S\setminus P\) contains the particles and \(P\setminus S\) the holes.

```lean
/-- Measured from a reference level `μ`, the energy difference between two occupations `S` and
`P` of one channel is the sum of the particle energies `a i - μ` and hole energies `μ - a i`. -/
theorem particle_hole_energy (a : ℕ → ℝ) (μ : ℝ) (S P : Finset ℕ) :
    ∑ i ∈ S, (a i - μ) - ∑ i ∈ P, (a i - μ)
      = ∑ i ∈ S \ P, (a i - μ) + ∑ i ∈ P \ S, (μ - a i) := by
  -- the levels occupied in both fillings drop out
  have h1 := Finset.sum_inter_add_sum_sdiff S P (fun i => a i - μ)
  have h2 := Finset.sum_inter_add_sum_sdiff P S (fun i => a i - μ)
  rw [Finset.inter_comm P S] at h2
  have h3 : ∑ i ∈ P \ S, (μ - a i) = -∑ i ∈ P \ S, (a i - μ) := by
    rw [← Finset.sum_neg_distrib]
    exact Finset.sum_congr rfl (fun i _ => by ring)
  linarith
```

The proof splits each sum into its part on the intersection and its part on the set difference; these are `h1` and `h2`. The step `h3` reverses the sign in the hole sum, and `linarith` combines the three equations.

## Filling one channel up to the reference level

Now let \(P=[p]\), and choose \(\mu\) with \(a_p\le\mu\le a_{p+1}\). A particle has index \(i\ge p+1\), so \(a_i\ge a_{p+1}\ge\mu\). A hole has index \(i\le p\), so \(a_i\le a_p\le\mu\). Every term on the right of the particle-hole formula is therefore nonnegative, and

\[
\sum_{i\in[p]}(a_i-\mu)\le\sum_{i\in S}(a_i-\mu)\qquad\text{for every }S\subseteq[L].
\]

The set \(S\) may have any number of elements. Measured from \(\mu\), an added electron costs \(a_i-\mu\ge0\) and a removed one costs \(\mu-a_i\ge0\), so \(\mu\) acts as a chemical potential at zero temperature.

```lean
/-- In a channel of ordered levels, if `μ` lies between levels `p` and `p + 1`, then filling
the lowest `p` levels minimizes the energy measured from `μ`, whatever the electron number. -/
theorem channel_le {L p : ℕ} {a : ℕ → ℝ} {μ : ℝ} (ha : MonotoneOn a (Set.Icc 1 L))
    (hp : 0 < p) (hpL : p < L) (h1 : a p ≤ μ) (h2 : μ ≤ a (p + 1))
    {S : Finset ℕ} (hS : S ⊆ Icc 1 L) :
    ∑ i ∈ Icc 1 p, (a i - μ) ≤ ∑ i ∈ S, (a i - μ) := by
  have key := particle_hole_energy a μ S (Icc 1 p)
  -- no particle lies below `μ`
  have hpart : 0 ≤ ∑ i ∈ S \ Icc 1 p, (a i - μ) := by
    refine Finset.sum_nonneg (fun i hi => ?_)
    have hi' := Finset.mem_sdiff.mp hi
    have hiL := Finset.mem_Icc.mp (hS hi'.1)
    have hip : p + 1 ≤ i := by
      by_contra hc
      exact hi'.2 (Finset.mem_Icc.mpr ⟨hiL.1, by omega⟩)
    have := ha ⟨by omega, by omega⟩ ⟨hiL.1, hiL.2⟩ hip
    linarith
  -- no hole lies above `μ`
  have hhole : 0 ≤ ∑ i ∈ Icc 1 p \ S, (μ - a i) := by
    refine Finset.sum_nonneg (fun i hi => ?_)
    have hi' := Finset.mem_Icc.mp (Finset.mem_sdiff.mp hi).1
    have := ha ⟨hi'.1, by omega⟩ ⟨by omega, by omega⟩ hi'.2
    linarith
  linarith
```

The hypothesis `MonotoneOn a (Set.Icc 1 L)` states the ordering \(a_1\le\dots\le a_L\) and says nothing about values of `a` at other indices. The intermediate results `hpart` and `hhole` are the signs of the particle and hole sums. In each, `Finset.sum_nonneg` reduces the claim to a single term, and the ordering `ha` compares that term with level \(p+1\) or level \(p\). The final `linarith` inserts both signs into the particle-hole formula `key`.

## Fixed electron number removes the reference level

The two channels can exchange electrons, so their energies must be measured from the same \(\mu\). Subtracting \(\mu\) from every occupied level changes the eigenvalue sum of \((S,T)\) by \(-\mu(|S|+|T|)\) and that of \(([p],[q])\) by \(-\mu(p+q)\). At equal total electron number these shifts agree, and

\[
\begin{aligned}
E(S,T)-E_{p,q}={}&\Bigl[\sum_{i\in S}(a_i-\mu)-\sum_{i\in[p]}(a_i-\mu)\Bigr]\\
&+\Bigl[\sum_{j\in T}(b_j-\mu)-\sum_{j\in[q]}(b_j-\mu)\Bigr].
\end{aligned}
\]

```lean
/-- At total electron number `p + q` the reference level `μ` cancels, so the energy difference
of two fillings may be computed with both channels measured from `μ`. -/
theorem reference_level_cancels (a b : ℕ → ℝ) (μ : ℝ) {p q : ℕ} {S T : Finset ℕ}
    (hN : S.card + T.card = p + q) :
    fillingEnergy a b S T - fillingEnergy a b (Icc 1 p) (Icc 1 q)
      = (∑ i ∈ S, (a i - μ) - ∑ i ∈ Icc 1 p, (a i - μ))
        + (∑ j ∈ T, (b j - μ) - ∑ j ∈ Icc 1 q, (b j - μ)) := by
  have hc : (S.card : ℝ) + T.card = p + q := by exact_mod_cast hN
  simp only [fillingEnergy, Finset.sum_sub_distrib, Finset.sum_const, nsmul_eq_mul,
    Nat.card_Icc, Nat.add_sub_cancel]
  linear_combination μ * hc
```

The hypothesis `hN` is the conservation of the electron number, and `hc` restates it for real numbers. The `simp only` call separates the constant \(\mu\) from each sum, where it appears multiplied by the number of terms. What remains is \(\mu\) times the number equation, which is what `linear_combination μ * hc` says.

## The criterion for the lowest filling

Assume \(a_p\le b_{q+1}\) and \(b_q\le a_{p+1}\), and take the highest occupied level as the common reference:

\[
\mu=\max(a_p,b_q).
\]

Then \(a_p\le\mu\) and \(b_q\le\mu\). Moreover \(\mu\le a_{p+1}\), because \(a_p\le a_{p+1}\) by the ordering and \(b_q\le a_{p+1}\) by assumption. In the same way \(\mu\le b_{q+1}\), because \(b_q\le b_{q+1}\) and \(a_p\le b_{q+1}\). The reference thus lies between the highest occupied and the lowest empty level of both channels. The one-channel inequality makes each bracket in the previous formula nonnegative, so \(E(S,T)\ge E_{p,q}\). Together with the two flips, which gave the other direction, this proves the equivalence.

```lean
/-- For ordered levels and partly filled channels, the lowest `p` up and `q` down levels
minimize the eigenvalue sum over all fillings with `p + q` electrons if and only if
`a p ≤ b (q + 1)` and `b q ≤ a (p + 1)`. -/
theorem isLowestFilling_iff {L M p q : ℕ} {a b : ℕ → ℝ}
    (ha : MonotoneOn a (Set.Icc 1 L)) (hb : MonotoneOn b (Set.Icc 1 M))
    (hp : 0 < p) (hpL : p < L) (hq : 0 < q) (hqM : q < M) :
    IsLowestFilling L M a b p q ↔ a p ≤ b (q + 1) ∧ b q ≤ a (p + 1) := by
  constructor
  · -- necessity: compare with the two frontier spin flips
    intro h
    obtain ⟨k, rfl⟩ : ∃ k, p = k + 1 := ⟨p - 1, by omega⟩
    obtain ⟨l, rfl⟩ : ∃ l, q = l + 1 := ⟨q - 1, by omega⟩
    have h1 := h (Icc 1 k) (Finset.Icc_subset_Icc le_rfl (by omega))
      (Icc 1 (l + 1 + 1)) (Finset.Icc_subset_Icc le_rfl (by omega))
      (by simp only [Nat.card_Icc]; omega)
    have h2 := h (Icc 1 (k + 1 + 1)) (Finset.Icc_subset_Icc le_rfl (by omega))
      (Icc 1 l) (Finset.Icc_subset_Icc le_rfl (by omega))
      (by simp only [Nat.card_Icc]; omega)
    have e1 := spin_flip_energy a b k (l + 1)
    have e2 := spin_flip_energy a b (k + 1) l
    constructor <;> linarith
  · -- sufficiency: the highest occupied level serves as common reference
    rintro ⟨h1, h2⟩ S hS T hT hN
    have hap : a p ≤ a (p + 1) := ha ⟨by omega, by omega⟩ ⟨by omega, by omega⟩ (by omega)
    have hbq : b q ≤ b (q + 1) := hb ⟨by omega, by omega⟩ ⟨by omega, by omega⟩ (by omega)
    have e := reference_level_cancels a b (max (a p) (b q)) hN
    have eS := channel_le ha hp hpL (le_max_left (a p) (b q)) (max_le hap h2) hS
    have eT := channel_le hb hq hqM (le_max_right (a p) (b q)) (max_le h1 hbq) hT
    linarith
```

The hypotheses `ha` and `hb` order the two lists. The bounds `hp`, `hpL`, `hq` and `hqM` say that each channel has at least one electron and at least one empty level, so all four levels in the criterion exist.

In the first half of the proof, \(p\) and \(q\) are written as `k + 1` and `l + 1`, which makes the fillings after a flip easy to name. Lowestness is applied to these two fillings, giving `h1` and `h2`, and the flip costs `e1` and `e2` turn them into the inequalities between levels. In the second half, `eS` and `eT` are the one-channel inequalities for the common reference, with `max_le` supplying the upper bounds on \(\mu\). The equation `e` adds the channels together.

For frozen levels and integer occupations, this gives a quick check on a fixed-moment electronic-structure calculation: compare the highest occupied level of each spin with the lowest empty level of the other.

## Two energy comparisons in place of all fillings

The criterion can also be stated in terms of energies. Since the flip costs are \(b_{q+1}-a_p\) and \(a_{p+1}-b_q\), the filling is lowest if and only if

\[
E_{p,q}\le E_{p-1,q+1}\qquad\text{and}\qquad E_{p,q}\le E_{p+1,q-1}.
\]

A filling that survives these two tests cannot be improved by moving several electrons at once.

```lean
/-- For ordered levels and partly filled channels, the filling is lowest among all fillings with
`p + q` electrons if and only if neither of the two frontier spin flips lowers the energy. -/
theorem single_flips_suffice {L M p q : ℕ} {a b : ℕ → ℝ}
    (ha : MonotoneOn a (Set.Icc 1 L)) (hb : MonotoneOn b (Set.Icc 1 M))
    (hp : 0 < p) (hpL : p < L) (hq : 0 < q) (hqM : q < M) :
    IsLowestFilling L M a b p q ↔
      fillingEnergy a b (Icc 1 p) (Icc 1 q) ≤ fillingEnergy a b (Icc 1 (p - 1)) (Icc 1 (q + 1)) ∧
      fillingEnergy a b (Icc 1 p) (Icc 1 q)
        ≤ fillingEnergy a b (Icc 1 (p + 1)) (Icc 1 (q - 1)) := by
  rw [isLowestFilling_iff ha hb hp hpL hq hqM]
  have e1 := spin_flip_energy a b (p - 1) q
  have e2 := spin_flip_energy a b p (q - 1)
  rw [Nat.sub_add_cancel hp] at e1
  rw [Nat.sub_add_cancel hq] at e2
  constructor <;> rintro ⟨h1, h2⟩ <;> constructor <;> linarith
```

The proof replaces lowestness by the level criterion and then uses `spin_flip_energy` twice, with \(p-1\) and with \(q-1\) as starting numbers. The hypotheses \(p>0\) and \(q>0\) ensure that `p - 1` and `q - 1` are ordinary subtractions.

## The window for a rigid exchange splitting

In a simple model of a magnet, an exchange field shifts all spin-down levels by the same amount relative to the spin-up levels. The constant \(\Delta\) stands for this splitting, so \(b_i=a_i+\Delta\) and both channels have \(L\) levels. The criterion becomes \(a_p\le a_{q+1}+\Delta\) and \(a_q+\Delta\le a_{p+1}\), that is,

\[
a_p-a_{q+1}\le\Delta\le a_{p+1}-a_q .
\]

For \(p=q\) this reads \(|\Delta|\le a_{p+1}-a_p\): the unpolarized filling is lowest as long as the splitting does not exceed the gap.

```lean
/-- If the spin-down levels are the ordered spin-up levels shifted rigidly by `Δ`, and both
channels are partly filled, the filling `(p, q)` is lowest exactly for `Δ` in the window from
`a p - a (q + 1)` to `a (p + 1) - a q`. -/
theorem exchange_splitting_window {L p q : ℕ} {a : ℕ → ℝ} (Δ : ℝ)
    (ha : MonotoneOn a (Set.Icc 1 L))
    (hp : 0 < p) (hpL : p < L) (hq : 0 < q) (hqL : q < L) :
    IsLowestFilling L L a (fun i => a i + Δ) p q ↔
      Δ ∈ Set.Icc (a p - a (q + 1)) (a (p + 1) - a q) := by
  have hb : MonotoneOn (fun i => a i + Δ) (Set.Icc 1 L) := by
    intro i hi j hj hij
    have := ha hi hj hij
    change a i + Δ ≤ a j + Δ
    linarith
  refine (isLowestFilling_iff ha hb hp hpL hq hqL).trans ?_
  change (a p ≤ a (q + 1) + Δ ∧ a q + Δ ≤ a (p + 1)) ↔
    (a p - a (q + 1) ≤ Δ ∧ Δ ≤ a (p + 1) - a q)
  constructor <;> rintro ⟨h1, h2⟩ <;> constructor <;> linarith

end SpinChannelFilling
```

The spin-down levels appear as `fun i => a i + Δ`, and `Set.Icc` is here the closed interval of real numbers between the two bounds. The step `hb` shows that a rigid shift preserves the ordering, so the general criterion applies, and the last line rearranges its two inequalities. The splitting may have either sign. It is a given number here, whereas in a self-consistent theory it would depend on the moment \(p-q\).

```lean
#print axioms SpinChannelFilling.single_flips_suffice
#print axioms SpinChannelFilling.exchange_splitting_window
```

```
'SpinChannelFilling.single_flips_suffice' depends on axioms: [propext, Classical.choice, Quot.sound]
'SpinChannelFilling.exchange_splitting_window' depends on axioms: [propext, Classical.choice, Quot.sound]
```
